# A Poisson distribution with mean m > N has weight at most m/(m−N)² on 0,…,N

For a natural number $N$ and real $m>N$,
$$\sum_{n=0}^{N} e^{-m}\frac{m^n}{n!}\le \frac{m}{(m-N)^2}.$$
Now let an ion of charge $Q\neq0$ be displaced by $c$ along the polarisation of a cavity mode with frequency $\omega>0$ and coupling $\lambda\ne0$. In the length gauge and the dipole approximation, with $\hbar=1$, dipole $Qc$ and dipole self-energy $(\lambda Qc)^2/2$, the mode has a coherent state of zero energy (zero-point energy omitted) whose mean length-gauge photon number is $m=\lambda^2Q^2c^2/(2\omega)$. By the bound, its overlap with normalised states of at most $N$ photons tends to zero as $c\to+\infty$ in this model, for any fixed $N$. This bears on number-basis truncation in cavity QED calculations, here for one mode and a classical, fixed dipole.

## One cavity mode and a fixed dipole

```lean
import Mathlib

open Finset Filter

namespace PhotonCutoff

noncomputable section
```

This loads Mathlib and shortens the names for finite sums and limits.

```lean
/-- Poisson probability of finding `n` photons when the mean photon number is `m`. -/
def poissonWeight (m : ℝ) (n : ℕ) : ℝ := Real.exp (-m) * m ^ n / (n.factorial : ℝ)
```

This is $p_n=e^{-m}m^n/n!$. The types say that $m$ is real and $n$ a natural number.

```lean
/-- Number-state amplitudes of the coherent state with real displacement `z`. -/
def coherentAmp (z : ℝ) (n : ℕ) : ℝ :=
  Real.exp (-z ^ 2 / 2) * z ^ n / √(n.factorial : ℝ)
```

The coherent state with real displacement $z$ has amplitudes $\alpha_n=e^{-z^2/2}z^n/\sqrt{n!}$.

```lean
/-- The photon annihilation operator acting on number-state amplitudes. -/
def annihilate (ψ : ℕ → ℝ) (n : ℕ) : ℝ := √((n : ℝ) + 1) * ψ (n + 1)
```

A state is a sequence of amplitudes $\psi_n$, and $(b\psi)_n=\sqrt{n+1}\,\psi_{n+1}$.

```lean
/-- The photon creation operator acting on number-state amplitudes. -/
def create (ψ : ℕ → ℝ) : ℕ → ℝ
  | 0 => 0
  | n + 1 => √((n : ℝ) + 1) * ψ n
```

Likewise $(b^\dagger\psi)_0=0$ and $(b^\dagger\psi)_{n+1}=\sqrt{n+1}\,\psi_n$.

```lean
/-- Length-gauge Hamiltonian of a cavity mode of frequency `ω` coupled with strength `lam`
to a fixed dipole `d`, with the dipole self-energy and without the zero-point energy. -/
def fieldHamiltonian (ω lam d : ℝ) (ψ : ℕ → ℝ) (n : ℕ) : ℝ :=
  ω * create (annihilate ψ) n - √(ω / 2) * (lam * d) * (annihilate ψ n + create ψ n)
    + (lam * d) ^ 2 / 2 * ψ n
```

With $\hbar=1$ and dipole $d$,
$$H=\omega b^\dagger b-\sqrt{\omega/2}\,\lambda d\,(b+b^\dagger)+\tfrac12(\lambda d)^2.$$
There are no electronic degrees of freedom, and $H$ acts on arbitrary real sequences, normalisable or not.

```lean
/-- The coherent displacement `lam d / √(2ω)` associated with the dipole `d`. -/
def displacement (ω lam d : ℝ) : ℝ := lam * d / √(2 * ω)
```

This sets $z=\lambda d/\sqrt{2\omega}$.

```lean
/-- Overlap of a state with photon numbers at most `N` and the coherent state `z`. -/
def truncatedOverlap (N : ℕ) (ψ : ℕ → ℂ) (z : ℝ) : ℂ :=
  ∑ n ∈ range (N + 1), star (ψ n) * (coherentAmp z n : ℂ)
```

The overlap is $\sum_{n=0}^N\psi_n^*\alpha_n$, since `range (N + 1)` means $0,\dots,N$. Here $\psi$ is complex, and its entries above $N$ play no role.

## The displacement set by the dipole

```lean
/-- For an ion of charge `Q` displaced by `c`, the squared coherent displacement is
`lam² Q² c² / (2ω)`. -/
theorem displacement_sq {ω : ℝ} (hω : 0 < ω) (lam Q c : ℝ) :
    displacement ω lam (Q * c) ^ 2 = lam ^ 2 * Q ^ 2 * c ^ 2 / (2 * ω) := by
  unfold displacement
  rw [div_pow, Real.sq_sqrt (by positivity)]
  ring
```

What precedes the first colon outside brackets is assumed; what follows it, up to `:=`, is proved. Setting $d=Qc$ and squaring gives $z^2=\lambda^2Q^2c^2/(2\omega)$. The dipole is measured from the origin of $c$, so moving a charged ion changes it.

```lean
/-- The field Hamiltonian factorises as `ω (b† - z)(b - z)`, with `z` the coherent
displacement of the dipole. -/
theorem fieldHamiltonian_factor {ω : ℝ} (hω : 0 < ω) (lam d : ℝ) (ψ : ℕ → ℝ) (n : ℕ) :
    fieldHamiltonian ω lam d ψ n =
      ω * (create (fun k => annihilate ψ k - displacement ω lam d * ψ k) n
        - displacement ω lam d * (annihilate ψ n - displacement ω lam d * ψ n)) := by
  have hs : √(2 * ω) ≠ 0 := (Real.sqrt_pos.mpr (by positivity)).ne'
  have hs2 : √(ω / 2) * √(2 * ω) = ω := by
    rw [← Real.sqrt_mul (by positivity), show ω / 2 * (2 * ω) = ω * ω by ring,
      Real.sqrt_mul_self hω.le]
  -- the linear coupling and the self-energy in terms of the displacement
  have h1 : ω * displacement ω lam d = √(ω / 2) * (lam * d) := by
    unfold displacement
    rw [← mul_div_assoc, div_eq_iff hs]
    linear_combination (-(lam * d)) * hs2
  have h2 : ω * displacement ω lam d ^ 2 = (lam * d) ^ 2 / 2 := by
    unfold displacement
    rw [div_pow, Real.sq_sqrt (by positivity)]
    field_simp
  have hc : create (fun k => annihilate ψ k - displacement ω lam d * ψ k) n
      = create (annihilate ψ) n - displacement ω lam d * create ψ n := by
    cases n with
    | zero => simp [create]
    | succ n => simp only [create]; ring
  rw [hc]
  unfold fieldHamiltonian
  linear_combination (annihilate ψ n + create ψ n) * h1 - ψ n * h2
```

Since $\omega z=\sqrt{\omega/2}\,\lambda d$ and $\omega z^2=(\lambda d)^2/2$ (`h1` and `h2`),
$$\omega(b^\dagger-z)(b-z)=\omega b^\dagger b-\omega z(b+b^\dagger)+\omega z^2=H.$$
The step `hc` is the linearity of $b^\dagger$.

```lean
/-- A coherent state is an eigenvector of the annihilation operator with eigenvalue `z`. -/
theorem annihilate_coherentAmp (z : ℝ) (n : ℕ) :
    annihilate (coherentAmp z) n = z * coherentAmp z n := by
  have h1 : √((n : ℝ) + 1) ≠ 0 := (Real.sqrt_pos.mpr (by positivity)).ne'
  have h2 : √(n.factorial : ℝ) ≠ 0 := (Real.sqrt_pos.mpr (by positivity)).ne'
  unfold annihilate coherentAmp
  rw [Nat.factorial_succ, Nat.cast_mul, Nat.cast_succ, Real.sqrt_mul (by positivity), pow_succ]
  field_simp
  ring
```

Because $\sqrt{(n+1)!}=\sqrt{n+1}\sqrt{n!}$,
$$\sqrt{n+1}\,\alpha_{n+1}=e^{-z^2/2}\frac{z^{n+1}}{\sqrt{n!}}=z\alpha_n.$$

```lean
/-- The field Hamiltonian of a dipole `d` annihilates the coherent state with the
displacement of that dipole. -/
theorem fieldHamiltonian_coherentAmp {ω : ℝ} (hω : 0 < ω) (lam d : ℝ) (n : ℕ) :
    fieldHamiltonian ω lam d (coherentAmp (displacement ω lam d)) n = 0 := by
  rw [fieldHamiltonian_factor hω]
  simp only [annihilate_coherentAmp, sub_self, mul_zero, sub_zero]
  cases n <;> simp [create]
```

So $(b-z)\alpha=0$, and hence $H\alpha=0$: this coherent state is an eigenstate of $H$ with energy zero. That zero is also the lowest energy is suggested by the factorised form, but no theorem here states it.

## Poisson weight below the cutoff

```lean
/-- The photon-number distribution of a coherent state is Poissonian with mean `z²`. -/
theorem coherentAmp_sq (z : ℝ) (n : ℕ) : coherentAmp z n ^ 2 = poissonWeight (z ^ 2) n := by
  have he : Real.exp (-z ^ 2 / 2) ^ 2 = Real.exp (-z ^ 2) := by
    rw [sq (Real.exp _), ← Real.exp_add]
    congr 1
    ring
  unfold coherentAmp poissonWeight
  rw [div_pow, mul_pow, he, Real.sq_sqrt (by positivity), ← pow_mul, ← pow_mul, mul_comm n 2]
```

Squaring gives $\alpha_n^2=e^{-z^2}z^{2n}/n!$, the Poisson weight with $m=z^2$.

```lean
/-- Exact contribution of the photon numbers up to `N` to the Poisson variance. -/
theorem partial_variance (m : ℝ) (N : ℕ) :
    ∑ n ∈ range (N + 1), poissonWeight m n * ((n : ℝ) - m) ^ 2 =
      m * ∑ n ∈ range (N + 1), poissonWeight m n + m * (m - 1 - N) * poissonWeight m N := by
  induction N with
  | zero => simp; ring
  | succ N ih =>
    have h : ((N : ℝ) + 1) * poissonWeight m (N + 1) = m * poissonWeight m N := by
      unfold poissonWeight
      rw [Nat.factorial_succ, Nat.cast_mul, Nat.cast_succ, pow_succ]
      field_simp
    rw [sum_range_succ _ (N + 1), sum_range_succ _ (N + 1)]
    push_cast
    linear_combination ih + ((N : ℝ) + 1 - m) * h
```

The claim is
$$\sum_{n=0}^N p_n(n-m)^2=m\sum_{n=0}^N p_n+m(m-1-N)p_N.$$
At $N=0$ both sides are $m^2p_0$. For the step, use $(N+1)p_{N+1}=mp_N$, called `h`. The right side grows by
$$mp_{N+1}+m(m-2-N)p_{N+1}-m(m-1-N)p_N=(N+1-m)^2p_{N+1},$$
which is the new term on the left.

The tactic `linear_combination` does this in one line. It is given the induction hypothesis `ih` plus $(N+1-m)$ times `h`, subtracts that combination from the goal, and checks by ring algebra that nothing remains. The user supplies the coefficients; Lean verifies the identity.

```lean
/-- If the mean photon number `m` exceeds the cutoff `N`, the Poisson weight of the photon
numbers up to `N` is at most `m / (m - N)²`. -/
theorem poisson_cutoff_bound {m : ℝ} {N : ℕ} (hm : (N : ℝ) < m) :
    ∑ n ∈ range (N + 1), poissonWeight m n ≤ m / (m - N) ^ 2 := by
  have hm0 : 0 < m := lt_of_le_of_lt (Nat.cast_nonneg N) hm
  have hd : 0 < m - N := sub_pos.mpr hm
  have hp : ∀ n, 0 ≤ poissonWeight m n := fun n => by unfold poissonWeight; positivity
  obtain ⟨M, hM⟩ := exists_nat_ge m
  have hNM : N ≤ M := by exact_mod_cast (hm.trans_le hM).le
  have htot : ∑ n ∈ range (M + 1), poissonWeight m n ≤ 1 := by
    simp only [poissonWeight, mul_div_assoc]
    rw [← mul_sum]
    calc _ ≤ Real.exp (-m) * Real.exp m :=
          mul_le_mul_of_nonneg_left (Real.sum_le_exp_of_nonneg hm0.le _) (Real.exp_pos _).le
      _ = 1 := by rw [← Real.exp_add]; simp
  rw [le_div_iff₀ (by positivity), sum_mul]
  -- Chebyshev's argument, with the variance summed only up to M ≥ m
  calc ∑ n ∈ range (N + 1), poissonWeight m n * (m - N) ^ 2
      ≤ ∑ n ∈ range (N + 1), poissonWeight m n * ((n : ℝ) - m) ^ 2 := by
        refine sum_le_sum fun n hn => mul_le_mul_of_nonneg_left ?_ (hp n)
        have hn' : (n : ℝ) ≤ N := by exact_mod_cast Nat.lt_succ_iff.mp (mem_range.mp hn)
        nlinarith [mul_nonneg (sub_nonneg.mpr hn') hd.le, sq_nonneg ((N : ℝ) - n)]
    _ ≤ ∑ n ∈ range (M + 1), poissonWeight m n * ((n : ℝ) - m) ^ 2 := by
        refine sum_le_sum_of_subset_of_nonneg ?_ fun n _ _ => mul_nonneg (hp n) (sq_nonneg _)
        intro n hn
        rw [mem_range] at hn ⊢
        omega
    _ ≤ m := by
        rw [partial_variance]
        have h1 := mul_le_mul_of_nonneg_left htot hm0.le
        have h2 : 0 ≤ m * ((M : ℝ) + 1 - m) * poissonWeight m M :=
          mul_nonneg (mul_nonneg hm0.le (by linarith)) (hp M)
        linarith
```

Choose an integer $M\ge m$. For $n\le N<m$ we have $(m-N)^2\le(n-m)^2$, so
$$(m-N)^2\sum_{n=0}^N p_n\le\sum_{n=0}^M p_n(n-m)^2=m\sum_{n=0}^M p_n-m(M+1-m)p_M\le m.$$
The last step uses $\sum_{n=0}^M p_n\le1$ (`htot`), as a partial sum of the exponential series is at most $e^m$. This is Chebyshev's argument without infinite sums.

For $N=1$ and $m=4$, the weight is $5e^{-4}\approx0.092$ and the bound is $4/9\approx0.444$. With $\lambda=Q=\omega=1$, this is an ion at $c=2\sqrt2$.

## Overlap as the ion moves away

```lean
/-- The squared overlap of a normalised state with photon numbers at most `N` and the coherent state
`z` is at most the Poisson weight, with mean `z²`, of the photon numbers up to `N`. -/
theorem overlap_le_weight (N : ℕ) (ψ : ℕ → ℂ) (z : ℝ)
    (hψ : ∑ n ∈ range (N + 1), ‖ψ n‖ ^ 2 = 1) :
    ‖truncatedOverlap N ψ z‖ ^ 2 ≤ ∑ n ∈ range (N + 1), poissonWeight (z ^ 2) n := by
  have h1 : ‖truncatedOverlap N ψ z‖ ≤ ∑ n ∈ range (N + 1), ‖ψ n‖ * |coherentAmp z n| := by
    unfold truncatedOverlap
    refine (norm_sum_le _ _).trans (le_of_eq (sum_congr rfl fun n _ => ?_))
    rw [norm_mul, norm_star, Complex.norm_real, Real.norm_eq_abs]
  have h2 := sum_mul_sq_le_sq_mul_sq (range (N + 1)) (fun n => ‖ψ n‖)
    (fun n => |coherentAmp z n|)
  simp only [sq_abs, coherentAmp_sq, hψ, one_mul] at h2
  exact (pow_le_pow_left₀ (norm_nonneg _) h1 2).trans h2
```

For $\sum_{n=0}^N|\psi_n|^2=1$, the triangle inequality and Cauchy–Schwarz give
$$\Big|\sum_{n=0}^N\psi_n^*\alpha_n\Big|^2\le\sum_{n=0}^N|\psi_n|^2\sum_{n=0}^N\alpha_n^2=\sum_{n=0}^N p_n.$$

```lean
/-- At any fixed photon cutoff `N`, the overlap of every normalised truncated state with the mode's
coherent state, whose displacement is set by the dipole `Q * c`, becomes arbitrarily small,
uniformly in the truncated state, as `c` grows. -/
theorem fixed_cutoff_loses_displacement {ω lam Q : ℝ} (hω : 0 < ω) (hlam : lam ≠ 0)
    (hQ : Q ≠ 0) (N : ℕ) {ε : ℝ} (hε : 0 < ε) :
    ∀ᶠ c : ℝ in atTop, ∀ ψ : ℕ → ℂ, ∑ n ∈ range (N + 1), ‖ψ n‖ ^ 2 = 1 →
      ‖truncatedOverlap N ψ (displacement ω lam (Q * c))‖ ^ 2 < ε := by
  have hk : 0 < lam ^ 2 * Q ^ 2 / (2 * ω) := by positivity
  -- the mean photon number grows quadratically with the displacement of the ion
  have ht : Tendsto (fun c : ℝ => lam ^ 2 * Q ^ 2 / (2 * ω) * c ^ 2) atTop atTop :=
    Tendsto.const_mul_atTop hk (tendsto_pow_atTop two_ne_zero)
  filter_upwards [ht.eventually_gt_atTop (2 * (N : ℝ)), ht.eventually_gt_atTop (4 / ε)]
    with c h1 h2 ψ hψ
  have hm : displacement ω lam (Q * c) ^ 2 = lam ^ 2 * Q ^ 2 / (2 * ω) * c ^ 2 := by
    rw [displacement_sq hω]
    ring
  refine (overlap_le_weight N ψ _ hψ).trans_lt ?_
  rw [hm]
  generalize lam ^ 2 * Q ^ 2 / (2 * ω) * c ^ 2 = m at h1 h2
  have hN : (0 : ℝ) ≤ N := Nat.cast_nonneg N
  have hm0 : 0 < m := by linarith
  have hd : 0 < m - N := by linarith
  refine (poisson_cutoff_bound (by linarith)).trans_lt ?_
  rw [div_lt_iff₀ (by positivity)]
  have h3 : 4 < m * ε := (div_lt_iff₀ hε).mp h2
  have h4 : (m / 2) ^ 2 ≤ (m - N) ^ 2 :=
    pow_le_pow_left₀ (by positivity) (by linarith) 2
  have h5 := mul_le_mul_of_nonneg_left h4 hε.le
  have h6 := mul_lt_mul_of_pos_left h3 hm0
  linarith [show ε * (m / 2) ^ 2 = m * (m * ε) / 4 by ring]

end

end PhotonCutoff
```

Read `∀ᶠ c : ℝ in atTop` as "for all sufficiently large $c$". As `∀ ψ` comes after it, one threshold serves every truncated state. Since $m$ grows as $c^2$, eventually $m>2N$ and $m>4/\varepsilon$. Then $m-N>m/2$, and the squared overlap is at most
$$\frac{m}{(m-N)^2}\le\frac4m<\varepsilon.$$
The conditions $\lambda\neq0$ and $Q\ne0$ mean that the mode couples to the dipole and that the ion carries a net charge; without either, $m$ would stay at zero.

```lean
#print axioms PhotonCutoff.fieldHamiltonian_coherentAmp
-- 'PhotonCutoff.fieldHamiltonian_coherentAmp' depends on axioms: [propext, Classical.choice, Quot.sound]
#print axioms PhotonCutoff.overlap_le_weight
-- 'PhotonCutoff.overlap_le_weight' depends on axioms: [propext, Classical.choice, Quot.sound]
#print axioms PhotonCutoff.fixed_cutoff_loses_displacement
-- 'PhotonCutoff.fixed_cutoff_loses_displacement' depends on axioms: [propext, Classical.choice, Quot.sound]
```
